# In a symmetric regular solution, the ratio of binodal to spinodal width tends to √3 as the miscibility gap closes

For a symmetric regular solution at positive temperature, the half-width $m$ of the binodal fixes the half-width $s$ of the spinodal at the same temperature, and $m/s\to\sqrt3$ as $m\to0$ from above. Both half-widths are measured in the variable $2x-1$, where $x$ is the composition. This gives a quick check on a miscibility gap computed from this one-parameter, random-mixing free energy.

```lean
import Mathlib

open Filter Topology

namespace RegularSolutionWidths

noncomputable section
```

The answers are written with the function

$$A(m)=\tfrac12\ln\frac{1+m}{1-m},\qquad 0<m<1.$$

```lean
/-- The function `A(m) = (1/2) ln((1+m)/(1-m))`, meant for `-1 < m < 1`. -/
def A (m : ℝ) : ℝ := 1 / 2 * Real.log ((1 + m) / (1 - m))
```

The free energy of mixing per atom is

$$G(x)=Wx(1-x)+\theta\,[x\ln x+(1-x)\ln(1-x)],\qquad \theta=kT.$$

The constant $W$ stands for the mean-field energy of unlike neighbours relative to like ones; positive $W$ favours unmixing. The entropy is that of random mixing, so short-range order is left out. There is also no elastic term for coherency strain.

```lean
/-- Free energy of mixing of a symmetric regular solution at composition `0 < x < 1`, with
interaction parameter `W` and thermal energy `θ = kT`. -/
def mixingG (W θ x : ℝ) : ℝ :=
  W * x * (1 - x) + θ * (x * Real.log x + (1 - x) * Real.log (1 - x))
```

`IsBinodal W θ m` says that $0<m<1$ and that one line is tangent to $G$ at both $x=(1\pm m)/2$: the two slopes are equal, and the chord has that same slope.

The binodal could also have been modelled by two unrelated compositions $x_1<x_2$ with a common tangent. One would then first have to show that $x_1+x_2=1$; the widths would be the same.

```lean
/-- `m` is a binodal half-width in the variable `2x-1`: the free energy curve has a common
tangent at the two compositions `(1-m)/2` and `(1+m)/2`, with `0 < m < 1`. -/
def IsBinodal (W θ m : ℝ) : Prop :=
  0 < m ∧ m < 1 ∧
    deriv (mixingG W θ) ((1 - m) / 2) = deriv (mixingG W θ) ((1 + m) / 2) ∧
    mixingG W θ ((1 + m) / 2) - mixingG W θ ((1 - m) / 2) =
      deriv (mixingG W θ) ((1 - m) / 2) * ((1 + m) / 2 - (1 - m) / 2)
```

`IsSpinodal W θ s` says that $0<s<1$ and $G''=0$ at both $x=(1\pm s)/2$. Both definitions use `deriv` of the free energy itself, so the familiar algebraic conditions have to be derived.

```lean
/-- `s` is a spinodal half-width in the variable `2x-1`: the curvature of the free energy
vanishes at the two compositions `(1-s)/2` and `(1+s)/2`, with `0 < s < 1`. -/
def IsSpinodal (W θ s : ℝ) : Prop :=
  0 < s ∧ s < 1 ∧ deriv (deriv (mixingG W θ)) ((1 - s) / 2) = 0 ∧
    deriv (deriv (mixingG W θ)) ((1 + s) / 2) = 0
```

## (a) The slope of the free energy

Show that for $0<x<1$

$$G'(x)=W(1-2x)+\theta\,[\ln x-\ln(1-x)].$$

**Solution.** The product rule gives $(x\ln x)'=\ln x+1$ and $[(1-x)\ln(1-x)]'=-\ln(1-x)-1$. The constants cancel, and $[Wx(1-x)]'=W(1-2x)$. In the code, `e1` and `e2` supply the two constants.

```lean
/-- The slope of the free energy of mixing at a composition `0 < x < 1`. -/
theorem hasDerivAt_mixingG (W θ : ℝ) {x : ℝ} (h0 : 0 < x) (h1 : x < 1) :
    HasDerivAt (mixingG W θ)
      (W * (1 - 2 * x) + θ * (Real.log x - Real.log (1 - x))) x := by
  have hne : 1 - x ≠ 0 := (sub_pos.2 h1).ne'
  have d1 := (hasDerivAt_id' x).const_sub 1
  have d2 := (hasDerivAt_id' x).fun_mul (Real.hasDerivAt_log h0.ne')
  have d3 := d1.fun_mul (d1.log hne)
  have d4 := ((hasDerivAt_id' x).const_mul W).fun_mul d1
  have e1 : x * x⁻¹ = 1 := mul_inv_cancel₀ h0.ne'
  have e2 : (1 - x) * (-1 / (1 - x)) = -1 := mul_div_cancel₀ _ hne
  refine (d4.fun_add ((d2.fun_add d3).const_mul θ)).congr_deriv ?_
  linear_combination θ * e1 + θ * e2
```

## (b) The common tangent

Show that, for $0<m<1$, the common-tangent condition is equivalent to

$$Wm=2\theta A(m).$$

**Solution.** Since $G(x)=G(1-x)$, the chord between $(1-m)/2$ and $(1+m)/2$ is horizontal (`sym`). By (a), the slopes at its ends are opposite (`slopes`):

$$G'\!\left(\tfrac{1\pm m}{2}\right)=\pm\,[2\theta A(m)-Wm].$$

They are equal only if both vanish, which is the stated equation. Conversely, the equation makes both slopes zero, which is also the slope of the chord.

```lean
/-- The common-tangent condition for `0 < m < 1` amounts to `W m = 2 kT A(m)`. -/
theorem isBinodal_iff (W θ m : ℝ) :
    IsBinodal W θ m ↔ 0 < m ∧ m < 1 ∧ W * m = 2 * θ * A m := by
  have r1 : 1 - (1 + m) / 2 = (1 - m) / 2 := by ring
  have r2 : 1 - (1 - m) / 2 = (1 + m) / 2 := by ring
  -- the free energy is symmetric about the equimolar composition
  have sym : mixingG W θ ((1 + m) / 2) = mixingG W θ ((1 - m) / 2) := by
    unfold mixingG
    rw [r1, r2]
    ring
  -- the slopes at the two compositions are opposite
  have slopes : 0 < m → m < 1 →
      deriv (mixingG W θ) ((1 + m) / 2) = 2 * θ * A m - W * m ∧
      deriv (mixingG W θ) ((1 - m) / 2) = W * m - 2 * θ * A m := by
    intro h0 h1
    have p : 1 + m ≠ 0 := by linarith
    have q : 1 - m ≠ 0 := by linarith
    rw [(hasDerivAt_mixingG W θ (by linarith) (by linarith)).deriv,
      (hasDerivAt_mixingG W θ (by linarith) (by linarith)).deriv, r1, r2, A,
      Real.log_div p q, Real.log_div p two_ne_zero, Real.log_div q two_ne_zero]
    constructor <;> ring
  constructor
  · rintro ⟨h0, h1, h2, -⟩
    rw [(slopes h0 h1).1, (slopes h0 h1).2] at h2
    exact ⟨h0, h1, by linarith⟩
  · rintro ⟨h0, h1, h2⟩
    refine ⟨h0, h1, ?_, ?_⟩
    · rw [(slopes h0 h1).1, (slopes h0 h1).2]
      linarith
    · rw [sym, (slopes h0 h1).2, h2]
      ring
```

## (c) Vanishing curvature

Show that, for $0<s<1$, the spinodal condition is equivalent to

$$W(1-s^2)=2\theta.$$

**Solution.** Differentiating (a) gives

$$G''(x)=\frac{\theta}{x(1-x)}-2W.$$

At $x=(1\pm s)/2$ we have $x(1-x)=(1-s^2)/4$, so $G''=0$ reads $4\theta/(1-s^2)=2W$. In Lean, `heq` records that the slope formula holds on a whole neighbourhood of $x$, which is what a second differentiation needs.

```lean
/-- The zero-curvature condition for `0 < s < 1` amounts to `W (1 - s²) = 2 kT`. -/
theorem isSpinodal_iff (W θ s : ℝ) :
    IsSpinodal W θ s ↔ 0 < s ∧ s < 1 ∧ W * (1 - s ^ 2) = 2 * θ := by
  have curv : ∀ x : ℝ, 0 < x → x < 1 →
      (deriv (deriv (mixingG W θ)) x = 0 ↔ θ = 2 * W * (x * (1 - x))) := by
    intro x h0 h1
    have hx : x ≠ 0 := h0.ne'
    have hne : 1 - x ≠ 0 := (sub_pos.2 h1).ne'
    have heq : deriv (mixingG W θ) =ᶠ[𝓝 x]
        fun y => W * (1 - 2 * y) + θ * (Real.log y - Real.log (1 - y)) := by
      filter_upwards [Ioo_mem_nhds h0 h1] with y hy
      exact (hasDerivAt_mixingG W θ hy.1 hy.2).deriv
    have d := ((((hasDerivAt_id' x).const_mul 2).const_sub 1).const_mul W).fun_add
      (((Real.hasDerivAt_log hx).fun_sub
        (((hasDerivAt_id' x).const_sub 1).log hne)).const_mul θ)
    have e : deriv (deriv (mixingG W θ)) x = θ / (x * (1 - x)) - 2 * W := by
      rw [heq.deriv_eq]
      refine (d.congr_deriv ?_).deriv
      field_simp
      ring
    rw [e, sub_eq_zero, div_eq_iff (mul_ne_zero hx hne)]
  constructor
  · rintro ⟨h0, h1, -, h2⟩
    have h := (curv _ (by linarith) (by linarith)).1 h2
    exact ⟨h0, h1, by linear_combination -2 * h⟩
  · rintro ⟨h0, h1, h⟩
    exact ⟨h0, h1, (curv _ (by linarith) (by linarith)).2 (by linear_combination -1 / 2 * h),
      (curv _ (by linarith) (by linarith)).2 (by linear_combination -1 / 2 * h)⟩
```

## (d) A sign from a slope

Let $f(0)=0$ and $f'(x)\ge0$ on $[0,1)$. Show that there

$$f(x)\ge0.$$

**Solution.** For $x>0$ the mean value theorem gives $f(x)=f(x)-f(0)=x f'(\xi)\ge0$ with $0<\xi<x$; at $x=0$ equality holds. The code instead deduces from the sign of the slope that $f$ is monotone on $[0,1)$, and compares $f(x)$ with $f(0)$.

```lean
/-- A function that vanishes at `0` and has nonnegative slope on `[0,1)` is nonnegative there. -/
theorem nonneg_of_slope (f f' : ℝ → ℝ) (hf : ∀ x ∈ Set.Ico (0 : ℝ) 1, HasDerivAt f (f' x) x)
    (h : ∀ x ∈ Set.Ico (0 : ℝ) 1, 0 ≤ f' x) (hz : f 0 = 0) :
    ∀ x ∈ Set.Ico (0 : ℝ) 1, 0 ≤ f x := by
  intro x hx
  have mono : MonotoneOn f (Set.Ico 0 1) := monotoneOn_of_deriv_nonneg (convex_Ico 0 1)
    (fun y hy => (hf y hy).continuousAt.continuousWithinAt)
    (fun y hy => (hf y (interior_subset hy)).differentiableAt.differentiableWithinAt)
    (fun y hy => by
      rw [(hf y (interior_subset hy)).deriv]
      exact h y (interior_subset hy))
  have := mono (show (0 : ℝ) ∈ Set.Ico (0 : ℝ) 1 by simp) hx hx.1
  linarith
```

## (e) Two cubic bounds

Show that for $0\le m<1$

$$m^3\le3\,(A(m)-m),\qquad 3(1-m^2)(A(m)-m)\le m^3.$$

**Solution.** Here $A'(m)=1/(1-m^2)$ and $A(0)=0$. Put $f=3(A-m)-m^3$. Then

$$f'=3\left(\frac1{1-m^2}-1-m^2\right)=\frac{3m^4}{1-m^2}\ge0,$$

and (d) gives the first bound (`low`). Next put $g=m^3-3(1-m^2)(A-m)$. Then

$$g'=3m^2+6m(A-m)-3(1-m^2)\left(\frac{1}{1-m^2}-1\right)=6m(A-m)\ge0$$

by the first bound, and (d) gives the second (`up`).

```lean
/-- For `0 ≤ m < 1` the excess `A(m) - m` lies between `m³/3` and `m³/(3(1-m²))`. -/
theorem A_bounds {m : ℝ} (hm : m ∈ Set.Ico (0 : ℝ) 1) :
    m ^ 3 ≤ 3 * (A m - m) ∧ 3 * (1 - m ^ 2) * (A m - m) ≤ m ^ 3 := by
  have dA : ∀ x ∈ Set.Ico (0 : ℝ) 1, HasDerivAt A (1 / ((1 - x) * (1 + x))) x := by
    intro x hx
    have p : 1 + x ≠ 0 := by linarith [hx.1]
    have q : 1 - x ≠ 0 := by linarith [hx.2]
    refine (((((hasDerivAt_id' x).const_add 1).fun_div
      ((hasDerivAt_id' x).const_sub 1) q).log (div_ne_zero p q)).const_mul
        (1 / 2)).congr_deriv ?_
    field_simp
    ring
  have p3 : ∀ x : ℝ, HasDerivAt (fun y : ℝ => y ^ 3) (3 * x ^ 2) x := fun x => by
    simpa using hasDerivAt_pow 3 x
  have p2 : ∀ x : ℝ, HasDerivAt (fun y : ℝ => y ^ 2) (2 * x) x := fun x => by
    simpa using hasDerivAt_pow 2 x
  have low := nonneg_of_slope (fun y => 3 * (A y - y) - y ^ 3)
    (fun x => 3 * (1 / ((1 - x) * (1 + x)) - 1) - 3 * x ^ 2)
    (fun x hx => (((dA x hx).fun_sub (hasDerivAt_id' x)).const_mul 3).fun_sub (p3 x))
    (fun x hx => by
      have hp : 0 < (1 - x) * (1 + x) :=
        mul_pos (by linarith [hx.2]) (by linarith [hx.1])
      have : 1 + x ^ 2 ≤ 1 / ((1 - x) * (1 + x)) := by
        rw [le_div_iff₀ hp]
        nlinarith [sq_nonneg (x ^ 2)]
      linarith) (by simp [A])
  -- the lower bound makes the slope of the second difference nonnegative
  have up := nonneg_of_slope (fun y => y ^ 3 - 3 * (1 - y ^ 2) * (A y - y))
    (fun x => 6 * x * (A x - x))
    (fun x hx => by
      have hp : (1 - x) * (1 + x) ≠ 0 :=
        (mul_pos (by linarith [hx.2]) (by linarith [hx.1])).ne'
      have e : (1 - x) * (1 + x) * (1 / ((1 - x) * (1 + x))) = 1 := mul_one_div_cancel hp
      refine ((p3 x).fun_sub ((((p2 x).const_sub 1).const_mul 3).fun_mul
        ((dA x hx).fun_sub (hasDerivAt_id' x)))).congr_deriv ?_
      linear_combination (-3) * e)
    (fun x hx => by
      have h3 : 0 ≤ x ^ 3 := pow_nonneg hx.1 3
      have hl : 0 ≤ 3 * (A x - x) - x ^ 3 := low x hx
      exact mul_nonneg (by linarith [hx.1]) (by linarith)) (by simp [A])
  have a : 0 ≤ 3 * (A m - m) - m ^ 3 := low m hm
  have b : 0 ≤ m ^ 3 - 3 * (1 - m ^ 2) * (A m - m) := up m hm
  exact ⟨by linarith, by linarith⟩
```

## (f) The spinodal width from the binodal width

Let $\theta>0$ and let $m$ be a binodal half-width. Show that $s$ is a spinodal half-width for the same $W$ and $\theta$ exactly when

$$s=\sqrt{1-\frac{m}{A(m)}}.$$

**Solution.** By (e), $A>m>0$. Multiply (c) by $m$ and insert (b):

$$2\theta A(1-s^2)=2\theta m.$$

Dividing by $2\theta A$ gives $s^2=1-m/A$, and $s>0$ selects the positive root. Conversely, $0<m/A<1$ puts this root between 0 and 1, and $W(1-s^2)=Wm/A=2\theta$.

```lean
/-- For `kT > 0` and binodal half-width `m`, the spinodal half-width at the same temperature
is `√(1 - m/A(m))`, and no other. -/
theorem isSpinodal_iff_of_isBinodal {W θ m : ℝ} (hθ : 0 < θ) (hb : IsBinodal W θ m) (s : ℝ) :
    IsSpinodal W θ s ↔ s = √(1 - m / A m) := by
  obtain ⟨h0, h1, hW⟩ := (isBinodal_iff W θ m).1 hb
  have hAm : m < A m := by linarith [(A_bounds ⟨h0.le, h1⟩).1, pow_pos h0 3]
  have hA : 0 < A m := h0.trans hAm
  rw [isSpinodal_iff]
  constructor
  · rintro ⟨s0, -, hs⟩
    -- eliminate the interaction parameter between the two conditions
    have e : m = (1 - s ^ 2) * A m := by
      apply mul_left_cancel₀ (mul_pos two_pos hθ).ne'
      linear_combination (-m) * hs + (1 - s ^ 2) * hW
    have e' : 1 - m / A m = s ^ 2 := by
      rw [(div_eq_iff hA.ne').2 e]
      ring
    rw [e', Real.sqrt_sq s0.le]
  · rintro rfl
    have hq : 0 < 1 - m / A m := sub_pos.2 ((div_lt_one hA).2 hAm)
    have hr : 0 < m / A m := div_pos h0 hA
    refine ⟨Real.sqrt_pos.2 hq, (Real.sqrt_lt' one_pos).2 (by linarith), ?_⟩
    rw [Real.sq_sqrt hq.le, sub_sub_cancel, ← mul_div_assoc, hW]
    exact mul_div_cancel_right₀ _ hA.ne'
```

## (g) Bounds at every width

Show that for $0<m<1$

$$\sqrt{3-2m^2}\le\frac{m}{\sqrt{1-m/A(m)}}\le\sqrt{3+m^2}.$$

**Solution.** The square of the ratio is

$$\frac{m^2A}{A-m}=m^2+\frac{m^3}{A-m}.$$

By (e), the last fraction lies between $3(1-m^2)$ and $3$. Add $m^2$ and take roots.

At the wide-gap end, $m\to1$, a limit taken by hand gives $A\to\infty$ and a ratio tending to 1. The lower bound also tends to 1, the upper one to 2.

```lean
/-- For every `0 < m < 1` the ratio `m/√(1 - m/A(m))` lies between `√(3 - 2m²)` and
`√(3 + m²)`. -/
theorem ratio_bounds {m : ℝ} (h0 : 0 < m) (h1 : m < 1) :
    √(3 - 2 * m ^ 2) ≤ m / √(1 - m / A m) ∧ m / √(1 - m / A m) ≤ √(3 + m ^ 2) := by
  obtain ⟨low, up⟩ := A_bounds ⟨h0.le, h1⟩
  have hd : 0 < A m - m := by linarith [pow_pos h0 3]
  have hA : A m ≠ 0 := by linarith
  have e : m / √(1 - m / A m) = √(m ^ 2 * A m / (A m - m)) := by
    rw [← div_div_eq_mul_div, Real.sqrt_div (sq_nonneg m), Real.sqrt_sq h0.le, sub_div,
      div_self hA]
  rw [e]
  constructor
  · apply Real.sqrt_le_sqrt
    rw [le_div_iff₀ hd]
    linarith
  · apply Real.sqrt_le_sqrt
    rw [div_le_iff₀ hd]
    linarith
```

## (h) The order of the two curves

For $\theta>0$, show that at the same $W$ and $\theta$

$$s<m.$$

**Solution.** Since $m<1$, we have $3-2m^2>1$. By (f) and (g), $m/s\ge\sqrt{3-2m^2}>1$.

```lean
/-- For `kT > 0` the spinodal lies strictly inside the binodal. -/
theorem spinodal_lt_binodal {W θ m s : ℝ} (hθ : 0 < θ) (hb : IsBinodal W θ m)
    (hs : IsSpinodal W θ s) : s < m := by
  have b := (ratio_bounds hb.1 hb.2.1).1
  rw [← (isSpinodal_iff_of_isBinodal hθ hb s).1 hs] at b
  have h : 1 < √(3 - 2 * m ^ 2) :=
    (Real.lt_sqrt zero_le_one).2 (by nlinarith [hb.1, hb.2.1])
  exact (one_lt_div hs.1).1 (h.trans_le b)
```

## (i) The narrow-gap limit

Show that

$$\lim_{m\to0^+}\frac{m}{\sqrt{1-m/A(m)}}=\sqrt3.$$

**Solution.** Both bounds in (g) are continuous in $m$ and equal $\sqrt3$ at $m=0$, so the ratio is squeezed between them. The filter `𝓝[>] 0` expresses the approach from above.

```lean
/-- The ratio `m/√(1 - m/A(m))` tends to `√3` as `m` tends to `0` from above. -/
theorem tendsto_ratio : Tendsto (fun m => m / √(1 - m / A m)) (𝓝[>] 0) (𝓝 (√3)) := by
  have c1 : Continuous fun m : ℝ => √(3 - 2 * m ^ 2) := by fun_prop
  have c2 : Continuous fun m : ℝ => √(3 + m ^ 2) := by fun_prop
  have hI : Set.Ioo (0 : ℝ) 1 ∈ 𝓝[>] (0 : ℝ) := Ioo_mem_nhdsGT one_pos
  refine tendsto_of_tendsto_of_tendsto_of_le_of_le'
    ((c1.tendsto' 0 (√3) (by simp)).mono_left nhdsWithin_le_nhds)
    ((c2.tendsto' 0 (√3) (by simp)).mono_left nhdsWithin_le_nhds) ?_ ?_
  · filter_upwards [hI] with m hm using (ratio_bounds hm.1 hm.2).1
  · filter_upwards [hI] with m hm using (ratio_bounds hm.1 hm.2).2
```

## (j) Approaching the critical point

Take any family of regular solutions, labelled by $i$, with $\theta_i>0$, binodal half-widths $m_i\to0$ and spinodal half-widths $s_i$. Show that

$$\frac{m_i}{s_i}\to\sqrt3.$$

**Solution.** Each $m_i$ is positive, so the family approaches zero from above. By (f), $m_i/s_i$ is the ratio in (i) evaluated at $m_i$. Since $W_i$ may vary with $i$, a temperature-dependent interaction parameter is covered. The filter `l` says in which sense the family runs to its limit, for instance along a sequence of temperatures.

```lean
/-- Along any family of regular solutions with `kT > 0` whose binodal half-width `m` tends to
zero, the ratio of binodal to spinodal half-width tends to `√3`. -/
theorem binodal_spinodal_ratio {ι : Type*} {l : Filter ι} {W θ m s : ι → ℝ}
    (hθ : ∀ i, 0 < θ i) (hb : ∀ i, IsBinodal (W i) (θ i) (m i))
    (hs : ∀ i, IsSpinodal (W i) (θ i) (s i)) (hm : Tendsto m l (𝓝 0)) :
    Tendsto (fun i => m i / s i) l (𝓝 (√3)) := by
  have hm' : Tendsto m l (𝓝[>] 0) :=
    tendsto_nhdsWithin_iff.2 ⟨hm, Eventually.of_forall fun i => (hb i).1⟩
  refine (tendsto_ratio.comp hm').congr fun i => ?_
  rw [(isSpinodal_iff_of_isBinodal (hθ i) (hb i) (s i)).1 (hs i)]
  rfl

end

end RegularSolutionWidths
```

```lean
#print axioms RegularSolutionWidths.spinodal_lt_binodal
-- 'RegularSolutionWidths.spinodal_lt_binodal' depends on axioms: [propext, Classical.choice, Quot.sound]
#print axioms RegularSolutionWidths.binodal_spinodal_ratio
-- 'RegularSolutionWidths.binodal_spinodal_ratio' depends on axioms: [propext, Classical.choice, Quot.sound]
```
